# An invariant differentiable potential exerts no force at a symmetric configuration along displacements with zero group average

## Configurations, symmetry operations and the group average

A configuration is a point \(x\) of a real normed vector space \(E\). For a molecule with \(N\) nuclei, \(E = \mathbb{R}^{3N}\) collects the Cartesian positions, measured from a point that all operations of the point group leave in place. A finite group \(G\) with \(|G|\) elements acts on \(E\) by continuous linear maps \(R(g)\), with \(R(1) = \mathbb{1}\) and \(R(gh) = R(g)R(h)\). In the molecular case \(R(g)\) rotates or reflects the framework and permutes identical nuclei, and continuity is automatic in finite dimension.

A potential \(V : E \to \mathbb{R}\) is invariant if \(V(R(g)x) = V(x)\) for all \(g\) and \(x\), which says that a rotated, reflected or relabelled copy of a geometry has the same energy. A configuration \(x_0\) is symmetric if \(R(g)x_0 = x_0\) for all \(g\). The potential is differentiable at \(x_0\) with derivative \(V'\), a continuous linear map \(E \to \mathbb{R}\), if
\[ V(x_0 + v) = V(x_0) + V'(v) + o(\|v\|). \]
The generalised force along a displacement \(v\) is \(-V'(v)\). A displacement is totally symmetric if \(R(g)v = v\) for all \(g\), and the group average is the linear map
\[ P = \frac{1}{|G|}\sum_{g \in G} R(g). \]

## The vanishing of the force

Let \(V\) be invariant and differentiable at a symmetric configuration \(x_0\). The claim is that
\[ \sum_{g} R(g)v = 0 \quad\Longrightarrow\quad V'(v) = 0 . \]
The condition is \(Pv = 0\), meaning that \(v\) has no totally symmetric component. For \(v \neq 0\) this is stronger than \(v\) merely failing to be totally symmetric, since the sum of a symmetric and an antisymmetric displacement can feel a force.

Take first a single linear operation \(S\) with \(Sx_0 = x_0\) and \(V(Sx) = V(x)\). For real \(\varepsilon\),
\[ V(x_0 + \varepsilon Sv) = V\big(S(x_0 + \varepsilon v)\big) = V(x_0 + \varepsilon v). \]
The left side is \(V(x_0) + \varepsilon V'(Sv) + o(\varepsilon)\) and the right side is \(V(x_0) + \varepsilon V'(v) + o(\varepsilon)\), so the first-order terms give
\[ V'(Sv) = V'(v). \tag{1} \]
Setting \(S = R(g)\), summing over the group and using linearity of \(V'\),
\[ V'(Pv) = \frac{1}{|G|}\sum_g V'(R(g)v) = \frac{1}{|G|}\,|G|\,V'(v) = V'(v). \tag{2} \]
If \(\sum_g R(g)v = 0\) then \(Pv = 0\), and \(V'(v) = V'(0) = 0\).

Further statements need the algebra of \(P\). For fixed \(h \in G\) the maps \(g \mapsto hg\) and \(g \mapsto gh\) permute \(G\), so
\[ R(h)P = \frac{1}{|G|}\sum_g R(hg) = P, \qquad PR(h) = \frac{1}{|G|}\sum_g R(gh) = P. \tag{3} \]
The first equation says that \(Pv\) is always totally symmetric. If \(Pv = v\), it gives \(R(h)v = R(h)Pv = Pv = v\), and if \(v\) is totally symmetric then \(Pv\) is the mean of \(|G|\) copies of \(v\). Hence \(Pv = v\) exactly when \(v\) is totally symmetric.

Suppose now that \(V'\) vanishes on all totally symmetric displacements. For arbitrary \(v\), equation (2) gives \(V'(v) = V'(Pv)\), and this is zero because \(Pv\) is totally symmetric. A symmetric configuration is therefore stationary exactly when it is stationary with respect to symmetric displacements.

The condition on \(v\) is also necessary if the force is to vanish for every invariant potential. If \(Pv \neq 0\), choose a continuous linear functional \(\ell\) with \(\ell(Pv) \neq 0\) and set \(V(x) = \ell(Px)\). By the second equation of (3) this \(V\) is invariant, being linear it is its own derivative, and \(V'(v) = \ell(Pv) \neq 0\).

Finally, let the space carry an inner product preserved by every \(R(g)\), and let \(f\) be the gradient of \(V\) at \(x_0\), so that \(V'(w) = \langle f, w\rangle\) for all \(w\). Then
\[ \langle R(g)f, w\rangle = \langle R(g)f, R(g)R(g^{-1})w\rangle = \langle f, R(g^{-1})w\rangle = \langle f, w\rangle, \tag{4} \]
the last step by (1). Since \(w\) is arbitrary, \(R(g)f = f\), and the force vector \(-f\) is totally symmetric. No sum over \(G\) occurs here, so the group may be infinite.

For one Born–Oppenheimer surface that is invariant under a finite group acting linearly and differentiable at the geometry considered, these results mean that a geometry optimisation restricted to symmetric structures loses no force component, and that a point stationary within the symmetric structures is stationary in the full space.

## The objects in Lean

The group `G` is arbitrary at first, and `E` is any real normed space, so \(\mathbb{R}^n\) is a special case.

```lean
import Mathlib

open scoped InnerProductSpace

namespace SymmetryForce

noncomputable section

variable {G : Type*} [Group G]
variable {E : Type*} [NormedAddCommGroup E] [NormedSpace ℝ E]
```

The action is a monoid homomorphism `R : G →* (E →L[ℝ] E)` into the continuous linear maps, whose product is composition. This encodes \(R(1) = \mathbb{1}\) and \(R(gh) = R(g)R(h)\). Different group elements may act by the same map, and orthogonality is not required except where stated. Since the maps are linear, an operation with a translational part does not have this form as it stands, but if it fixes \(x_0\) it becomes linear once configurations are measured from \(x_0\).

```lean
/-- A potential `V` is invariant if every symmetry operation `R g` leaves its value unchanged
at every configuration. -/
def IsInvariant (R : G →* (E →L[ℝ] E)) (V : E → ℝ) : Prop :=
  ∀ g x, V (R g x) = V x
```

Invariance is a hypothesis on `V` throughout and is not derived from an electronic Hamiltonian. It is demanded at every point of `E`, with `V` real-valued everywhere, whereas differentiability is demanded at `x₀` alone. A molecular energy diverges where nuclei coincide. Setting `V` to zero at those configurations keeps it invariant and does not affect its derivative at an `x₀` with separate nuclei.

## One operation at a time

```lean
/-- If a linear operation `S` fixes `x₀` and leaves `V` unchanged, the derivative of `V` at `x₀`
takes the same value on a displacement `v` and on its image `S v`. -/
theorem deriv_apply_symm {S : E →L[ℝ] E} {V : E → ℝ} {V' : E →L[ℝ] ℝ} {x₀ : E}
    (hfix : S x₀ = x₀) (hinv : ∀ x, V (S x) = V x) (hV : HasFDerivAt V V' x₀) (v : E) :
    V' (S v) = V' v := by
  have h1 : HasFDerivAt V V' (S x₀) := by rwa [hfix]
  -- chain rule for `V ∘ S`, which is `V` itself
  have h2 : HasFDerivAt (V ∘ S) (V'.comp S) x₀ := h1.comp x₀ S.hasFDerivAt
  have h3 : V ∘ S = V := funext hinv
  rw [h3] at h2
  exact DFunLike.congr_fun (h2.unique hV) v
```

The theorem `deriv_apply_symm` is equation (1). The hypothesis `HasFDerivAt V V' x₀` is the first-order expansion written above, with `V'` named explicitly. The expansion in \(\varepsilon\) is replaced by the chain rule. With `hfix`, the derivative of `V` at `S x₀` is again `V'` (`h1`), so `V ∘ S` has derivative `V'.comp S` at `x₀` (`h2`). Invariance identifies `V ∘ S` with `V` (`h3`), and uniqueness of the derivative, `h2.unique hV`, is the comparison of first-order terms.

```lean
/-- If the operations preserve the inner product, the gradient of an invariant potential at a
fixed configuration is left unchanged by every operation of the group. -/
theorem gradient_invariant {F : Type*} [NormedAddCommGroup F] [InnerProductSpace ℝ F]
    [CompleteSpace F] (R : G →* (F →L[ℝ] F))
    (horth : ∀ g u w, ⟪R g u, R g w⟫_ℝ = ⟪u, w⟫_ℝ) {V : F → ℝ} {f x₀ : F}
    (hfix : ∀ g, R g x₀ = x₀) (hinv : IsInvariant R V) (hV : HasGradientAt V f x₀) (g : G) :
    R g f = f := by
  have key : ∀ h v, ⟪f, R h v⟫_ℝ = ⟪f, v⟫_ℝ := by
    intro h v
    exact deriv_apply_symm (hfix h) (hinv h) hV.hasFDerivAt v
  have hinvop : R g * R g⁻¹ = 1 := by rw [← map_mul, mul_inv_cancel, map_one]
  refine ext_inner_right ℝ fun w => ?_
  have hw : R g (R g⁻¹ w) = w := DFunLike.congr_fun hinvop w
  -- move the operation to the other slot of the inner product
  calc ⟪R g f, w⟫_ℝ = ⟪R g f, R g (R g⁻¹ w)⟫_ℝ := by rw [hw]
    _ = ⟪f, R g⁻¹ w⟫_ℝ := horth g _ _
    _ = ⟪f, w⟫_ℝ := key _ _
```

Here `F` is a complete real inner product space, as every finite-dimensional one is. The hypothesis `horth` says that the operations are orthogonal, and `HasGradientAt V f x₀` says that the derivative is \(w \mapsto \langle f, w\rangle\), so that `f` is minus the force. The auxiliary statement `key` is equation (1) in this form, `hinvop` is \(R(g)R(g^{-1}) = \mathbb{1}\), and the three lines of the `calc` block are the three equalities of (4). The reduction by `ext_inner_right` says that two vectors with the same inner product against every `w` are equal. Finiteness of `G` is introduced only after this theorem.

## The algebra of the group average

```lean
variable [Fintype G]

/-- The group average `P = |G|⁻¹ ∑ R g` of the symmetry operations. -/
def symProj (R : G →* (E →L[ℝ] E)) : E →L[ℝ] E :=
  (Fintype.card G : ℝ)⁻¹ • ∑ g, R g
```

From here on `G` is finite, `Fintype.card G` is \(|G|\), and `symProj R` is \(P\). The next lemma evaluates it on a displacement.

```lean
/-- The group average of a displacement is the mean of its images under the group. -/
theorem symProj_apply (R : G →* (E →L[ℝ] E)) (v : E) :
    symProj R v = (Fintype.card G : ℝ)⁻¹ • ∑ g, R g v := by
  simp [symProj]
```

Equation (3) follows, applied to a vector.

```lean
/-- The group average absorbs any operation on either side: `R h P v = P v` and
`P R h v = P v`. -/
theorem symProj_absorb (R : G →* (E →L[ℝ] E)) (h : G) (v : E) :
    R h (symProj R v) = symProj R v ∧ symProj R (R h v) = symProj R v := by
  have hmul : ∀ a b w, R a (R b w) = R (a * b) w := fun a b w =>
    (DFunLike.congr_fun (map_mul R a b) w).symm
  -- multiplication by `h` permutes the group elements
  constructor
  · rw [symProj_apply, map_smul, map_sum]
    simp only [hmul]
    congr 1
    exact Equiv.sum_comp (Equiv.mulLeft h) (fun g => R g v)
  · rw [symProj_apply, symProj_apply]
    simp only [hmul]
    congr 1
    exact Equiv.sum_comp (Equiv.mulRight h) (fun g => R g v)
```

The local statement `hmul` merges two operations into one, turning the summands into `R (h * g) v` in the first part and `R (g * h) v` in the second. The rearrangement of the group is `Equiv.sum_comp`, the invariance of a finite sum under a bijection of its index set, used with `Equiv.mulLeft h` and `Equiv.mulRight h`.

```lean
/-- A displacement is fixed by the group average exactly when it is totally symmetric, that is,
fixed by every operation. -/
theorem symProj_eq_self_iff (R : G →* (E →L[ℝ] E)) (v : E) :
    symProj R v = v ↔ ∀ g, R g v = v := by
  have hc : (Fintype.card G : ℝ) ≠ 0 := Nat.cast_ne_zero.mpr Fintype.card_ne_zero
  constructor
  · intro h g
    have h1 := (symProj_absorb R g v).1
    rwa [h] at h1
  · intro h
    rw [symProj_apply]
    simp only [h]
    rw [Finset.sum_const, Finset.card_univ, ← Nat.cast_smul_eq_nsmul ℝ, smul_smul,
      inv_mul_cancel₀ hc, one_smul]
```

The forward direction substitutes \(Pv = v\) into \(R(g)Pv = Pv\). The backward direction replaces each term by \(v\), evaluates the constant sum as \(|G|v\) and cancels the prefactor, with `hc` recording that \(|G| \neq 0\) because a group contains its identity.

## The force theorem, its converse and stationarity

```lean
/-- At a fixed configuration, the derivative of an invariant potential takes the same value on a
displacement and on its group average. -/
theorem deriv_symProj (R : G →* (E →L[ℝ] E)) {V : E → ℝ} {V' : E →L[ℝ] ℝ} {x₀ : E}
    (hfix : ∀ g, R g x₀ = x₀) (hinv : IsInvariant R V) (hV : HasFDerivAt V V' x₀) (v : E) :
    V' (symProj R v) = V' v := by
  have hc : (Fintype.card G : ℝ) ≠ 0 := Nat.cast_ne_zero.mpr Fintype.card_ne_zero
  have h : ∀ g, V' (R g v) = V' v := fun g => deriv_apply_symm (hfix g) (hinv g) hV v
  -- all `|G|` terms of the average are equal
  rw [symProj_apply, map_smul, map_sum]
  simp only [h]
  rw [Finset.sum_const, Finset.card_univ, nsmul_eq_mul, smul_eq_mul, ← mul_assoc,
    inv_mul_cancel₀ hc, one_mul]
```

This is equation (2). After `V'` is moved through the prefactor and the sum by `map_smul` and `map_sum`, each term `V' (R g v)` becomes `V' v` by (1), and the factors \(|G|^{-1}\) and \(|G|\) cancel.

```lean
/-- At a configuration fixed by the group, the derivative of an invariant potential vanishes on
every displacement `v` whose images under the group sum to zero. -/
theorem no_force_of_sum_eq_zero (R : G →* (E →L[ℝ] E)) {V : E → ℝ} {V' : E →L[ℝ] ℝ} {x₀ : E}
    (hfix : ∀ g, R g x₀ = x₀) (hinv : IsInvariant R V) (hV : HasFDerivAt V V' x₀)
    {v : E} (hv : ∑ g, R g v = 0) : V' v = 0 := by
  rw [← deriv_symProj R hfix hinv hV v, symProj_apply, hv, smul_zero, map_zero]
```

In words, `no_force_of_sum_eq_zero` states that for a finite group acting linearly, a configuration `x₀` fixed by all operations (`hfix`), an invariant potential (`hinv`) with derivative `V'` at `x₀` (`hV`), and a displacement whose images sum to zero (`hv`), the value `V' v` is zero. The hypothesis uses the bare sum without the factor \(|G|^{-1}\). The proof rewrites `V' v` as \(V'(Pv)\), expands \(P\) and inserts `hv`. For the trivial group `hv` reads \(v = 0\), and the theorem excludes no force.

```lean
/-- Conversely, if the images of `v` do not sum to zero, then at any configuration `x₀` some
invariant potential has a nonzero derivative along `v`. -/
theorem exists_force_of_sum_ne_zero (R : G →* (E →L[ℝ] E)) (x₀ : E) {v : E}
    (hv : ∑ g, R g v ≠ 0) :
    ∃ (V : E → ℝ) (V' : E →L[ℝ] ℝ), IsInvariant R V ∧ HasFDerivAt V V' x₀ ∧ V' v ≠ 0 := by
  have hc : (Fintype.card G : ℝ) ≠ 0 := Nat.cast_ne_zero.mpr Fintype.card_ne_zero
  have hP : symProj R v ≠ 0 := by
    rw [symProj_apply]
    exact smul_ne_zero (inv_ne_zero hc) hv
  -- a linear functional that sees `P v`, composed with `P`
  obtain ⟨l, hl⟩ := SeparatingDual.exists_ne_zero (R := ℝ) hP
  refine ⟨l.comp (symProj R), l.comp (symProj R), ?_, (l.comp (symProj R)).hasFDerivAt, hl⟩
  intro g x
  exact congrArg l (symProj_absorb R g x).2
```

The potential in the conclusion is chosen after \(v\), so the theorem does not assert that a given potential has a force along such a displacement, which would be false at a symmetric equilibrium. Only invariance under `G` is asked of this potential. The energy of an isolated molecule is also unchanged by overall translations, so a water molecule feels no force along a translation parallel to its twofold axis, although that displacement is totally symmetric. The point `x₀` is arbitrary here and need not be symmetric. The functional \(\ell\) is `l`, supplied by `SeparatingDual.exists_ne_zero`, which in \(\mathbb{R}^n\) amounts to picking a coordinate in which \(Pv\) is nonzero. The linear map `l.comp (symProj R)` serves as both potential and derivative, and its invariance is the second part of `symProj_absorb`.

```lean
/-- A configuration fixed by the group is a stationary point of an invariant potential exactly
when the derivative vanishes on all totally symmetric displacements. -/
theorem stationary_iff_symmetric (R : G →* (E →L[ℝ] E)) {V : E → ℝ} {V' : E →L[ℝ] ℝ} {x₀ : E}
    (hfix : ∀ g, R g x₀ = x₀) (hinv : IsInvariant R V) (hV : HasFDerivAt V V' x₀) :
    V' = 0 ↔ ∀ v, (∀ g, R g v = v) → V' v = 0 := by
  constructor
  · intro h v _
    simp [h]
  · intro h
    refine ContinuousLinearMap.ext fun v => ?_
    rw [← deriv_symProj R hfix hinv hV v]
    exact h _ fun g => (symProj_absorb R g v).1
```

This is symmetric criticality in the setting of a finite group acting linearly on a vector space; actions on curved configuration manifolds and infinite groups are not part of the statement. It concerns first derivatives only and does not distinguish a minimum from a saddle point. The nontrivial direction passes from `v` to `symProj R v` by `deriv_symProj` and uses the first part of `symProj_absorb` to show that the hypothesis `h` applies.

## A mirror acting on two coordinates

Let \(r_1, r_2\) be the changes in two bond lengths exchanged by a mirror, with normalised combinations \(s = (r_1 + r_2)/\sqrt{2}\) and \(a = (r_1 - r_2)/\sqrt{2}\). The mirror sends \((s, a)\) to \((s, -a)\). The group \(\{1, -1\}\) is realised as `ℤˣ`, the invertible integers, with the element \(u\) acting by \((s, a) \mapsto (s, ua)\).

```lean
/-- The two-element group `{1, -1}` acting on a pair of coordinates by `(s, a) ↦ (s, ± a)`. -/
def mirror : ℤˣ →* ((ℝ × ℝ) →L[ℝ] (ℝ × ℝ)) where
  toFun u := (ContinuousLinearMap.fst ℝ ℝ ℝ).prod
    (((u : ℤ) : ℝ) • ContinuousLinearMap.snd ℝ ℝ ℝ)
  map_one' := ContinuousLinearMap.ext fun p => by
    apply Prod.ext <;> simp
  map_mul' u w := ContinuousLinearMap.ext fun p => by
    apply Prod.ext <;> simp [mul_assoc]
```

The model potential is linear in \(s\), standing for a symmetric geometry that is not at equilibrium, and harmonic in \(a\). In the code `p.1` is \(s\) and `p.2` is \(a\).

```lean
/-- The model potential `V(s, a) = s + a²`. -/
def mirrorPotential (p : ℝ × ℝ) : ℝ := p.1 + p.2 * p.2
```

At \(x_0 = (1, 0)\) the derivative of \(s + a^2\) sends a displacement \((\delta s, \delta a)\) to \(\delta s + 2a\,\delta a = \delta s\), the projection `ContinuousLinearMap.fst ℝ ℝ ℝ`.

```lean
/-- The mirror fixes `(1, 0)` and leaves the model potential invariant; the derivative there is
the nonzero map `(s, a) ↦ s`, and the images of the displacement `(0, 1)` sum to zero. -/
theorem no_force_witness :
    (∀ g, mirror g (1, 0) = (1, 0)) ∧ IsInvariant mirror mirrorPotential ∧
    HasFDerivAt mirrorPotential (ContinuousLinearMap.fst ℝ ℝ ℝ) (1, 0) ∧
    ContinuousLinearMap.fst ℝ ℝ ℝ ≠ 0 ∧ ∑ g, mirror g (0, 1) = 0 := by
  refine ⟨fun g => by simp [mirror], ?_, ?_, ?_, ?_⟩
  · intro g x
    rcases Int.units_eq_one_or g with rfl | rfl <;> simp [mirror, mirrorPotential]
  · have h1 : HasFDerivAt (@Prod.fst ℝ ℝ) (ContinuousLinearMap.fst ℝ ℝ ℝ) ((1 : ℝ), (0 : ℝ)) :=
      hasFDerivAt_fst
    have h2 : HasFDerivAt (@Prod.snd ℝ ℝ) (ContinuousLinearMap.snd ℝ ℝ ℝ) ((1 : ℝ), (0 : ℝ)) :=
      hasFDerivAt_snd
    have h3 := h1.add (h2.mul h2)
    refine HasFDerivAt.congr_fderiv h3 ?_
    simp
  · intro h
    have h1 := DFunLike.congr_fun h ((1 : ℝ), (0 : ℝ))
    simp at h1
  · have hu : (Finset.univ : Finset ℤˣ) = {1, -1} := by
      ext u
      rcases Int.units_eq_one_or u with rfl | rfl <;> simp
    have hne : (1 : ℤˣ) ≠ -1 := by decide
    rw [hu, Finset.sum_pair hne]
    apply Prod.ext <;> simp [mirror]

end

end SymmetryForce
```

```lean
#print axioms SymmetryForce.symProj_eq_self_iff
-- 'SymmetryForce.symProj_eq_self_iff' depends on axioms: [propext, Classical.choice, Quot.sound]
#print axioms SymmetryForce.no_force_of_sum_eq_zero
-- 'SymmetryForce.no_force_of_sum_eq_zero' depends on axioms: [propext, Classical.choice, Quot.sound]
#print axioms SymmetryForce.exists_force_of_sum_ne_zero
-- 'SymmetryForce.exists_force_of_sum_ne_zero' depends on axioms: [propext, Classical.choice, Quot.sound]
#print axioms SymmetryForce.stationary_iff_symmetric
-- 'SymmetryForce.stationary_iff_symmetric' depends on axioms: [propext, Classical.choice, Quot.sound]
```

The theorem `no_force_witness` supplies `hfix`, `hinv`, `hV` and `hv` for the unit displacement \((0, 1)\), together with the statement that the derivative is not the zero map. The force theorem thus applies in a case with a force along \(s\) and none along \(a\). Invariance is checked for the two group elements separately, the derivative comes from the sum and product rules (`h3`), and the last part adds \((0, 1)\) and \((0, -1)\).

## Asymmetric points, kinks and sign-changing quantities

The remarks that follow are argued in ordinary mathematics and have no Lean theorem behind them. With the same mirror and potential, move to \(x_0 = (1, 1)\), which the mirror does not fix. The images of \((0, 1)\) still sum to zero, but \(V'(0, 1) = 2a = 2\), so the conclusion fails without `hfix`. Keep instead \(x_0 = (1, 0)\) and take \(V(s, a) = -|a|\). This potential is invariant but not differentiable at \(x_0\), and the energy falls linearly along both \((0, 1)\) and \((0, -1)\). When an electronic degeneracy is split linearly by a displacement that some operation of the group reverses, as happens in the linear Jahn–Teller effect, the lower sheet along that displacement has this shape to first order, up to a positive factor and an additive constant, and the theorem does not apply there.

The argument also extends to a function \(W : E \to \mathbb{R}\), differentiable at a symmetric \(x_0\) with derivative \(W'\), that transforms as \(W(R(g)x) = \chi(g)W(x)\) with a character \(\chi(g) = \pm 1\), for example a dipole component belonging to a one-dimensional real representation. The expansion that led to (1) now gives \(W'(R(g)v) = \chi(g)W'(v)\). Multiplying by \(\chi(g)\), using \(\chi(g)^2 = 1\) and averaging yields \(W'(v) = W'\big(|G|^{-1}\sum_g \chi(g)R(g)v\big)\), so \(W\) changes to first order only along displacements with a component of symmetry \(\chi\).
